# A Euclidean residual bound for eigenvalues of diagonalisable matrices

Two real numbers, \(\alpha\) and \(\beta\), represent the eigenvector matrix in this bound. They limit how much that matrix and its inverse can lengthen a vector. No operator norm is computed, and any valid pair of limits may be used. Length is the Euclidean norm, written out as the square root of a sum of squared moduli, because the default norm on functions in Mathlib is the largest modulus of a component.

## What a residual says about a non-Hermitian spectrum

An iterative eigensolver returns a complex number \(s\) and a vector \(x\neq0\) that nearly satisfy \(Ax=sx\). What can be computed is the residual \(Ax-sx\); what is wanted is the distance from \(s\) to an eigenvalue.

For a Hermitian matrix, some eigenvalue lies within \(\|Ax-sx\|/\|x\|\) of \(s\). A non-normal matrix has no orthonormal basis of eigenvectors, and a small residual can accompany a larger eigenvalue error. The bound below limits how large that error can be. It applies, for instance, to a non-Hermitian effective Hamiltonian in a finite basis, provided that the matrix is diagonalisable.

## The bound and its derivation

Let \(A=VDV^{-1}\), where \(V\) is invertible and \(D\) is diagonal with entries \(d_i\). The columns of \(V\) are eigenvectors and the \(d_i\) are the eigenvalues. Assume that, for all \(y\),

\[
\|Vy\|\le\alpha\|y\|,\qquad \|V^{-1}y\|\le\beta\|y\|.
\]

Then for every \(x\neq0\) and complex \(s\) there is an index \(i\) with

\[
|d_i-s|\,\|x\|\le\alpha\beta\,\|Ax-sx\|.
\]

Put \(z=V^{-1}x\). Multiplying the residual by \(V^{-1}\) gives

\[
V^{-1}(Ax-sx)=DV^{-1}x-sV^{-1}x=Dz-sz,
\]

whose component \(k\) is \((d_k-s)z_k\). Choose \(i\) so that \(|d_i-s|\) is smallest. Then

\[
|d_i-s|^2\sum_k|z_k|^2\le\sum_k|d_k-s|^2|z_k|^2
=\|V^{-1}(Ax-sx)\|^2 .
\]

Taking square roots and using the limit on \(V^{-1}\),

\[
|d_i-s|\,\|z\|\le\beta\|Ax-sx\|.
\]

Also \(\|x\|=\|Vz\|\le\alpha\|z\|\). Since \(\|x\|>0\), \(\alpha\) cannot be negative, so the bound on \(|d_i-s|\,\|z\|\) may be multiplied by it:

\[
|d_i-s|\,\|x\|\le\alpha|d_i-s|\,\|z\|\le\alpha\beta\|Ax-sx\|.
\]

The Bauer–Fike theorem is usually stated for the eigenvalues of a perturbed matrix \(A+E\). Here a trial pair \((s,x)\) takes the place of the perturbation.

## The residual of a Lanczos Ritz pair

Suppose that a Krylov process has produced a matrix \(Q\) of basis vectors, a small matrix \(T\) and a remainder vector \(r\) with

\[
AQ=QT+r\,e_k^{T},
\]

where \(e_k\) is the unit vector for index \(k\), in practice the last one. If \(Ty=\theta y\), then

\[
A(Qy)=QTy+r\,(e_k^{T}y)=\theta\,Qy+y_k r,
\]

so the residual of the Ritz vector \(Qy\) is \(y_k r\). If \(Qy\neq0\), some eigenvalue satisfies

\[
|d_i-\theta|\,\|Qy\|\le\alpha\beta\,|y_k|\,\|r\|.
\]

The norm \(\|Qy\|\) remains because the columns of \(Q\) need not be orthonormal in nonsymmetric Lanczos, so it can differ from 1 even when \(\|y\|=1\).

## A two-level matrix that attains equality

In the matrices of this example \(i\) is the imaginary unit, not an index. For real \(t\ge1\), number the components 0 and 1 and let

\[
U=\frac12\begin{pmatrix}1+i&1-i\\1-i&1+i\end{pmatrix},\qquad
S=\begin{pmatrix}t&0\\0&1\end{pmatrix},\qquad V=SU,\qquad D=\begin{pmatrix}1&0\\0&-1\end{pmatrix}.
\]

The columns of \(U\) have norm 1, and their inner product is \(\tfrac14[(1-i)^2+(1+i)^2]=0\), so \(U\) is unitary. Hence \(\|Vy\|=\|SUy\|\le t\|y\|\) and \(\|V^{-1}y\|=\|S^{-1}y\|\le\|y\|\), which gives \(\alpha=t\) and \(\beta=1\). Multiplying out,

\[
A=VDV^{-1}=\begin{pmatrix}0&it\\-i/t&0\end{pmatrix},\qquad
A\begin{pmatrix}1\\0\end{pmatrix}=\begin{pmatrix}0\\-i/t\end{pmatrix}.
\]

At \(s=0\) the residual has norm \(1/t\), while both eigenvalues are at distance 1. Both sides of the bound therefore equal 1 for either eigenvalue, and no constant smaller than \(\alpha\beta\) would serve in general. The matrix is Hermitian at \(t=1\) and non-normal for \(t>1\).

## Reading the Lean statements

In `bauer_fike_residual`, the finite type `n` labels the basis states and a vector is a function `n → ℂ`. The product `V *ᵥ y` is a matrix acting on a vector, and `euclNorm` is the Euclidean norm. The hypothesis `hV : IsUnit V.det` says that \(V\) is invertible, `hA` is the diagonalisation, and `hα` and `hβ` are the two limits on lengthening. Repeated eigenvalues are allowed.

In `lanczos_ritz_bound`, the type `m` labels the Krylov vectors, and `vecMulVec r (Pi.single k 1)` is \(r\,e_k^{T}\). The recurrence `hQ` and the condition `hne`, which says \(Qy\neq0\), are assumed. Neither biorthogonality nor a tridiagonal \(T\) is required, so the statement also covers other Krylov processes with a remainder of this form.

`residual_bound_sharp` collects four facts about `stretchV t`, which is the matrix \(V\) of the example: invertibility, the two limits, and equality for both values of `i`. The shift is zero, so the residual appears simply as \(Ax\).

Defective matrices are not covered, and rounding error in the recurrence is not modelled. The constants \(\alpha\) and \(\beta\) are inputs, which a Lanczos run does not supply by itself. The bound locates some eigenvalue near \(s\), without saying which one or how accurate \(x\) is as an eigenvector.

## The complete file

```lean
import Mathlib

open Matrix

namespace BauerFikeResidual

noncomputable section

variable {n m : Type*} [Fintype n] [DecidableEq n] [Fintype m] [DecidableEq m]

/-- The Euclidean norm of a complex vector. -/
def euclNorm {k : Type*} [Fintype k] (v : k → ℂ) : ℝ := Real.sqrt (∑ i, ‖v i‖ ^ 2)

/-- A nonnegative factor times the Euclidean norm, with the factor moved under the square root as
its square. -/
theorem mul_euclNorm {k : Type*} [Fintype k] {c : ℝ} (hc : 0 ≤ c) (v : k → ℂ) :
    c * euclNorm v = Real.sqrt (c ^ 2 * ∑ i, ‖v i‖ ^ 2) := by
  rw [euclNorm, Real.sqrt_mul (sq_nonneg c), Real.sqrt_sq hc]

/-- In eigenvector coordinates the residual of a trial pair `(s, x)` has the components
`(d i - s)` times the coordinates of `x`. -/
theorem residual_coordinates (V : Matrix n n ℂ) (hV : IsUnit V.det) (d x : n → ℂ) (s : ℂ) :
    V⁻¹ *ᵥ ((V * diagonal d * V⁻¹) *ᵥ x - s • x) =
      fun i => (d i - s) * (V⁻¹ *ᵥ x) i := by
  have h : V⁻¹ * (V * diagonal d * V⁻¹) = diagonal d * V⁻¹ := by
    rw [Matrix.mul_assoc V, ← Matrix.mul_assoc, Matrix.nonsing_inv_mul V hV, Matrix.one_mul]
  rw [Matrix.mulVec_sub, Matrix.mulVec_smul, Matrix.mulVec_mulVec, h, ← Matrix.mulVec_mulVec]
  ext i
  simp only [Pi.sub_apply, Pi.smul_apply, Matrix.mulVec_diagonal, smul_eq_mul]
  ring

/-- **Bauer-Fike residual bound.** For a diagonalisable matrix and any trial pair `(s, x)` with `x ≠
0`, the distance from `s` to some eigenvalue is at most `α β` times the relative residual, where `α`
and `β` limit how much the eigenvector matrix and its inverse lengthen a vector. -/
theorem bauer_fike_residual (A V : Matrix n n ℂ) (d : n → ℂ) (hV : IsUnit V.det)
    (hA : A = V * diagonal d * V⁻¹) (α β : ℝ)
    (hα : ∀ y, euclNorm (V *ᵥ y) ≤ α * euclNorm y)
    (hβ : ∀ y, euclNorm (V⁻¹ *ᵥ y) ≤ β * euclNorm y)
    (x : n → ℂ) (hx : x ≠ 0) (s : ℂ) :
    ∃ i, ‖d i - s‖ * euclNorm x ≤ α * β * euclNorm (A *ᵥ x - s • x) := by
  obtain ⟨j, hj⟩ := Function.ne_iff.1 hx
  have : Nonempty n := ⟨j⟩
  have hxpos : 0 < euclNorm x := Real.sqrt_pos.2
    (Finset.sum_pos' (fun i _ => sq_nonneg _)
      ⟨j, Finset.mem_univ j, pow_pos (norm_pos_iff.2 hj) 2⟩)
  -- the eigenvalue closest to the shift
  obtain ⟨i, hi⟩ := Finite.exists_min (fun i => ‖d i - s‖)
  refine ⟨i, ?_⟩
  have hz : euclNorm x ≤ α * euclNorm (V⁻¹ *ᵥ x) := by
    have h := hα (V⁻¹ *ᵥ x)
    rwa [Matrix.mulVec_mulVec, Matrix.mul_nonsing_inv V hV, Matrix.one_mulVec] at h
  have hz0 : 0 ≤ euclNorm (V⁻¹ *ᵥ x) := Real.sqrt_nonneg _
  have hα0 : 0 ≤ α := by
    by_contra hneg
    have := mul_nonneg (neg_nonneg.2 (le_of_lt (not_le.1 hneg))) hz0
    linarith
  -- the diagonal part stretches every coordinate by at least the smallest distance
  have hlow : ‖d i - s‖ * euclNorm (V⁻¹ *ᵥ x) ≤ β * euclNorm (A *ᵥ x - s • x) := by
    refine le_trans ?_ (hβ _)
    rw [hA, residual_coordinates V hV, mul_euclNorm (norm_nonneg _), euclNorm]
    apply Real.sqrt_le_sqrt
    rw [Finset.mul_sum]
    apply Finset.sum_le_sum
    intro k _
    rw [norm_mul, mul_pow]
    exact mul_le_mul_of_nonneg_right (pow_le_pow_left₀ (norm_nonneg _) (hi k) 2) (sq_nonneg _)
  calc ‖d i - s‖ * euclNorm x
      ≤ ‖d i - s‖ * (α * euclNorm (V⁻¹ *ᵥ x)) :=
        mul_le_mul_of_nonneg_left hz (norm_nonneg _)
    _ = α * (‖d i - s‖ * euclNorm (V⁻¹ *ᵥ x)) := by ring
    _ ≤ α * (β * euclNorm (A *ᵥ x - s • x)) := mul_le_mul_of_nonneg_left hlow hα0
    _ = α * β * euclNorm (A *ᵥ x - s • x) := by ring

omit [DecidableEq n] in
/-- If `A Q = Q T + r eₖᵀ` and `T y = θ y`, the residual of the Ritz vector `Q y` is the
`k`-th component of `y` times `r`. -/
theorem lanczos_residual (A : Matrix n n ℂ) (Q : Matrix n m ℂ) (T : Matrix m m ℂ)
    (r : n → ℂ) (k : m) (hQ : A * Q = Q * T + vecMulVec r (Pi.single k 1))
    (y : m → ℂ) (θ : ℂ) (hy : T *ᵥ y = θ • y) :
    A *ᵥ (Q *ᵥ y) - θ • (Q *ᵥ y) = y k • r := by
  rw [Matrix.mulVec_mulVec, hQ, Matrix.add_mulVec, ← Matrix.mulVec_mulVec, hy,
    Matrix.mulVec_smul, add_sub_cancel_left]
  ext i
  simp [Matrix.mulVec, dotProduct, Matrix.vecMulVec_apply, Pi.single_apply, mul_comm]

/-- The residual bound for a diagonalisable `A` with `A Q = Q T + r eₖᵀ`: if `T y = θ y` and `Q y ≠
0`, the distance from `θ` to some eigenvalue of `A`, times the norm of `Q y`, is at most `α β` times
the modulus of the `k`-th component of `y` times the norm of `r`. -/
theorem lanczos_ritz_bound (A V : Matrix n n ℂ) (d : n → ℂ) (hV : IsUnit V.det)
    (hA : A = V * diagonal d * V⁻¹) (α β : ℝ)
    (hα : ∀ y, euclNorm (V *ᵥ y) ≤ α * euclNorm y)
    (hβ : ∀ y, euclNorm (V⁻¹ *ᵥ y) ≤ β * euclNorm y)
    (Q : Matrix n m ℂ) (T : Matrix m m ℂ) (r : n → ℂ) (k : m)
    (hQ : A * Q = Q * T + vecMulVec r (Pi.single k 1))
    (y : m → ℂ) (θ : ℂ) (hy : T *ᵥ y = θ • y) (hne : Q *ᵥ y ≠ 0) :
    ∃ i, ‖d i - θ‖ * euclNorm (Q *ᵥ y) ≤ α * β * (‖y k‖ * euclNorm r) := by
  have hs : euclNorm (y k • r) = ‖y k‖ * euclNorm r := by
    rw [mul_euclNorm (norm_nonneg _), euclNorm, Finset.mul_sum]
    simp only [Pi.smul_apply, smul_eq_mul, norm_mul, mul_pow]
  have h := bauer_fike_residual A V d hV hA α β hα hβ (Q *ᵥ y) hne θ
  rwa [lanczos_residual A Q T r k hQ y θ hy, hs] at h

/-- A two-level eigenvector matrix: a unitary followed by a stretch `t` of the first axis. -/
def stretchV (t : ℝ) : Matrix (Fin 2) (Fin 2) ℂ :=
  !![(t : ℂ) * (1 + Complex.I) / 2, (t : ℂ) * (1 - Complex.I) / 2;
     (1 - Complex.I) / 2, (1 + Complex.I) / 2]

private lemma mulVec_two (a b c d : ℂ) (v : Fin 2 → ℂ) :
    !![a, b; c, d] *ᵥ v = ![a * v 0 + b * v 1, c * v 0 + d * v 1] := by
  ext i
  fin_cases i <;> simp [Matrix.mulVec, dotProduct, Fin.sum_univ_two]

private lemma unitary_norm (a b : ℂ) :
    ‖((1 + Complex.I) * a + (1 - Complex.I) * b) / 2‖ ^ 2 +
      ‖((1 - Complex.I) * a + (1 + Complex.I) * b) / 2‖ ^ 2 = ‖a‖ ^ 2 + ‖b‖ ^ 2 := by
  simp only [Complex.sq_norm, Complex.normSq_apply]
  simp
  ring

private lemma stretchV_inv (t : ℝ) (ht : 1 ≤ t) :
    stretchV t * !![(t : ℂ)⁻¹ * (1 - Complex.I) / 2, (1 + Complex.I) / 2;
      (t : ℂ)⁻¹ * (1 + Complex.I) / 2, (1 - Complex.I) / 2] = 1 := by
  have hu : (t : ℂ) * (t : ℂ)⁻¹ = 1 :=
    mul_inv_cancel₀ (Complex.ofReal_ne_zero.2 (by linarith))
  have hI := Complex.I_sq
  generalize (t : ℂ)⁻¹ = u at hu ⊢
  rw [stretchV, Matrix.mul_fin_two, Matrix.one_fin_two]
  congr 1
  refine congrArg₂ (fun p q : Fin 2 → ℂ => ![p, q])
    (congrArg₂ (fun p q : ℂ => ![p, q]) ?_ ?_) (congrArg₂ (fun p q : ℂ => ![p, q]) ?_ ?_)
  · linear_combination hu - (t : ℂ) * u / 2 * hI
  · linear_combination (t : ℂ) / 2 * hI
  · linear_combination u / 2 * hI
  · linear_combination (-1 / 2 : ℂ) * hI

/-- For every `t ≥ 1` the matrix with eigenvalues `1, -1` and eigenvector matrix `stretchV t`
meets the hypotheses with `α = t`, `β = 1`, and attains equality in the residual bound at
shift zero for the first basis vector. -/
theorem residual_bound_sharp (t : ℝ) (ht : 1 ≤ t) :
    IsUnit (stretchV t).det ∧
    (∀ y, euclNorm (stretchV t *ᵥ y) ≤ t * euclNorm y) ∧
    (∀ y, euclNorm ((stretchV t)⁻¹ *ᵥ y) ≤ 1 * euclNorm y) ∧
    ∀ i, ‖(![1, -1] : Fin 2 → ℂ) i‖ * euclNorm (![1, 0] : Fin 2 → ℂ) =
      t * 1 * euclNorm ((stretchV t * diagonal ![1, -1] * (stretchV t)⁻¹) *ᵥ ![1, 0]) := by
  have hinv := stretchV_inv t ht
  have ht0 : 0 < t := by linarith
  rw [Matrix.inv_eq_right_inv hinv]
  refine ⟨Matrix.isUnit_det_of_right_inverse hinv, fun y => ?_, fun y => ?_, fun i => ?_⟩
  · rw [mul_euclNorm ht0.le, euclNorm]
    apply Real.sqrt_le_sqrt
    have h0 : (stretchV t *ᵥ y) 0 =
        (t : ℂ) * (((1 + Complex.I) * y 0 + (1 - Complex.I) * y 1) / 2) := by
      simp only [stretchV, mulVec_two, Matrix.cons_val_zero]
      ring
    have h1 : (stretchV t *ᵥ y) 1 =
        ((1 - Complex.I) * y 0 + (1 + Complex.I) * y 1) / 2 := by
      simp only [stretchV, mulVec_two, Matrix.cons_val_one, Matrix.cons_val_zero]
      ring
    rw [Fin.sum_univ_two, Fin.sum_univ_two, h0, h1, ← unitary_norm (y 0) (y 1), norm_mul,
      Complex.norm_real, Real.norm_of_nonneg ht0.le, mul_pow, mul_add]
    have h2 : 1 ≤ t ^ 2 := by nlinarith
    exact add_le_add le_rfl (le_mul_of_one_le_left (sq_nonneg _) h2)
  · rw [one_mul, euclNorm, euclNorm]
    apply Real.sqrt_le_sqrt
    have hu : ‖(t : ℂ)⁻¹‖ ≤ 1 := by
      rw [norm_inv, Complex.norm_real, Real.norm_of_nonneg ht0.le]
      exact inv_le_one_of_one_le₀ ht
    have h := unitary_norm ((t : ℂ)⁻¹ * y 0) (y 1)
    have hy : ‖(t : ℂ)⁻¹ * y 0‖ ^ 2 ≤ ‖y 0‖ ^ 2 := by
      rw [norm_mul]
      exact pow_le_pow_left₀ (by positivity) (mul_le_of_le_one_left (norm_nonneg _) hu) 2
    rw [Fin.sum_univ_two, Fin.sum_univ_two, mulVec_two]
    simp only [Matrix.cons_val_zero, Matrix.cons_val_one]
    ring_nf at h hy ⊢
    linarith
  · -- the image of the first basis vector is shortened by the factor `t`
    have hr : euclNorm ((stretchV t * diagonal ![1, -1] *
        !![(t : ℂ)⁻¹ * (1 - Complex.I) / 2, (1 + Complex.I) / 2;
          (t : ℂ)⁻¹ * (1 + Complex.I) / 2, (1 - Complex.I) / 2]) *ᵥ ![1, 0]) = t⁻¹ := by
      rw [← Matrix.mulVec_mulVec, ← Matrix.mulVec_mulVec, stretchV, mulVec_two, mulVec_two,
        euclNorm, Fin.sum_univ_two]
      simp only [Matrix.mulVec_diagonal, Matrix.cons_val_zero, Matrix.cons_val_one]
      have e : ∀ a b : ℂ, a = 0 → b = -Complex.I * (t : ℂ)⁻¹ →
          Real.sqrt (‖a‖ ^ 2 + ‖b‖ ^ 2) = t⁻¹ := by
        intro a b ha hb
        rw [ha, hb, norm_mul, norm_neg, Complex.norm_I, one_mul, norm_inv, Complex.norm_real,
          Real.norm_of_nonneg ht0.le, norm_zero, zero_pow two_ne_zero, zero_add,
          Real.sqrt_sq (inv_nonneg.2 ht0.le)]
      apply e <;> ring
    have hx : euclNorm (![1, 0] : Fin 2 → ℂ) = 1 := by
      simp [euclNorm, Fin.sum_univ_two]
    have hd : ‖(![1, -1] : Fin 2 → ℂ) i‖ = 1 := by
      fin_cases i <;> simp
    rw [hr, hx, hd, mul_one, mul_one, mul_inv_cancel₀ ht0.ne']

end

end BauerFikeResidual
```

```lean
#print axioms BauerFikeResidual.lanczos_ritz_bound
#print axioms BauerFikeResidual.residual_bound_sharp
```

```
'BauerFikeResidual.lanczos_ritz_bound' depends on axioms: [propext, Classical.choice, Quot.sound]
'BauerFikeResidual.residual_bound_sharp' depends on axioms: [propext, Classical.choice, Quot.sound]
```

## How the proof follows the derivation

**The general bound.** `residual_coordinates` proves the component formula \((d_i-s)z_i\). It first cancels \(V^{-1}V\) and then compares the two sides entry by entry. `mul_euclNorm` moves a nonnegative factor under the square root, so that two norms can be compared through their sums of squares.

In `bauer_fike_residual`, the condition \(x\neq0\) yields a nonzero component. This shows both that the index set is nonempty and that \(\|x\|>0\). `Finite.exists_min` then selects the eigenvalue closest to the shift. The intermediate result `hz` is \(\|x\|\le\alpha\|z\|\), and `hα0` excludes a negative \(\alpha\) by contradiction. The step `hlow` is \(|d_i-s|\|z\|\le\beta\|Ax-sx\|\), obtained by comparing the sums term by term with `Finset.sum_le_sum`. The final `calc` block is the last chain of inequalities in the derivation.

**The Lanczos form.** `lanczos_residual` substitutes the recurrence and the small eigenvalue equation, cancels \(\theta Qy\), and evaluates the remaining rank-one term. `lanczos_ritz_bound` applies the general bound to \(Qy\) and uses `hs`, which is \(\|y_k r\|=|y_k|\|r\|\).

**The example.** `mulVec_two` writes out a two-by-two matrix acting on a vector. `unitary_norm` is the statement \(\|Uy\|^2=\|y\|^2\), proved by expanding real and imaginary parts. `stretchV_inv` verifies an explicit inverse of \(V\); the four entries of the product follow from \(i^2=-1\) and \(t\,t^{-1}=1\) through `linear_combination`.

With that inverse in place, `residual_bound_sharp` obtains the limit on \(V\) from \(t^2\ge1\) and the limit on \(V^{-1}\) from \(t^{-1}\le1\), using `unitary_norm` each time. For the equality, `hr` computes the residual norm \(t^{-1}\), `hx` gives the trial vector norm 1, and `hd` gives both eigenvalues modulus 1. What remains is \(t\,t^{-1}=1\).
